# Eigenvectors of a normal matrix: adjoint eigenvalue, orthogonality for distinct eigenvalues, and unit modulus in the unitary case

To propagate a state $\psi$ with a matrix $N$, say a Hamiltonian or the evolution operator of one time step in a finite orthonormal basis, one writes $\psi = \sum_k \alpha_k u_k$ in nonzero eigenvectors $u_k$ of $N$ with pairwise distinct eigenvalues $\lambda_k$ and reads each coefficient off an overlap,
$$\alpha_j = \frac{\langle u_j|\psi\rangle}{\langle u_j|u_j\rangle}.$$
The formula is right when the cross terms $\langle u_j|u_k\rangle$ with $k \neq j$ vanish. For a unitary step one also uses that each coefficient is multiplied by a pure phase, $|\lambda_k| = 1$. The orthogonality holds for every normal matrix, a class that contains the Hermitian and the unitary ones, and all matrices below are finite, with complex entries.

## The claim

Let $n$ be a finite index set, let states be vectors $u, v \in \mathbb{C}^n$ with components $u_i, v_i$, and let the bracket be $\langle u|v\rangle = \sum_{i} \overline{u_i}\, v_i$, where the bar is complex conjugation. The adjoint of a matrix $A$ has entries $(A^\dagger)_{ij} = \overline{A_{ji}}$. A matrix $N$ is normal if $N^\dagger N = N N^\dagger$, and a matrix $U$ is unitary if $U U^\dagger = U^\dagger U = \mathbb{1}$, with $\mathbb{1}$ the identity matrix.

Let $N$ be normal and $Nv = \lambda v$ for a complex number $\lambda$. Then:

1. $N^\dagger v = \overline{\lambda}\, v$;
2. if $Nu = \mu u$ with $\mu \neq \lambda$, then $\langle u|v\rangle = 0$;
3. if $N$ is unitary and $v \neq 0$, then $|\lambda| = 1$.

## Derivation by hand

**Step 1, the adjoint rule.** For any matrix $A$,
$$\langle u|Av\rangle = \sum_{i,j} \overline{u_i} A_{ij} v_j = \sum_j \overline{\Big(\sum_i \overline{A_{ij}}\, u_i\Big)}\, v_j = \sum_j \overline{(A^\dagger u)_j}\, v_j = \langle A^\dagger u|v\rangle .$$

**Step 2, equal brackets.** Apply step 1 with $A = N$ to the vector $N^\dagger v$, and with $A = N^\dagger$ to the vector $Nv$, using $N^{\dagger\dagger} = N$:
$$\langle N^\dagger u|N^\dagger v\rangle = \langle u|N N^\dagger v\rangle = \langle u|N^\dagger N v\rangle = \langle Nu|Nv\rangle .$$
The middle equality is normality. For $u = v$ it says that $N^\dagger v$ and $Nv$ have the same squared norm.

**Step 3, the shift.** The matrix $N - \lambda\mathbb{1}$ has adjoint $N^\dagger - \overline{\lambda}\mathbb{1}$, and
$$(N^\dagger - \overline{\lambda}\mathbb{1})(N - \lambda\mathbb{1}) = N^\dagger N - \lambda N^\dagger - \overline{\lambda} N + \overline{\lambda}\lambda\mathbb{1},$$
$$(N - \lambda\mathbb{1})(N^\dagger - \overline{\lambda}\mathbb{1}) = N N^\dagger - \overline{\lambda} N - \lambda N^\dagger + \lambda\overline{\lambda}\mathbb{1}.$$
The right-hand sides agree when $N^\dagger N = NN^\dagger$, so the shifted matrix is normal.

**Step 4, the adjoint eigenvalue.** Put $x = Nv - \lambda v$ and $y = N^\dagger v - \overline{\lambda} v$. Step 2 for the shifted matrix with $u = v$ gives $\langle y|y\rangle = \langle x|x\rangle$. Since $\langle x|x\rangle = \sum_i |x_i|^2$ vanishes exactly when $x = 0$, and likewise for $y$, the two vectors vanish together. Hence $Nv = \lambda v$ if and only if $N^\dagger v = \overline{\lambda} v$, which contains claim 1.

**Step 5, orthogonality.** Evaluate $\langle u|Nv\rangle$ twice. Acting to the right, it is $\langle u|\lambda v\rangle = \lambda\langle u|v\rangle$. Acting to the left, step 1 and then step 4 for $u$ give $\langle N^\dagger u|v\rangle = \langle \overline{\mu} u|v\rangle = \mu\langle u|v\rangle$, because the left slot conjugates its scalar once more. So $(\mu - \lambda)\langle u|v\rangle = 0$, and $\mu \neq \lambda$ gives claim 2.

**Step 6, unit modulus.** A unitary $U$ is normal, both products being $\mathbb{1}$. If $Uv = \lambda v$, step 4 gives $U^\dagger v = \overline{\lambda} v$, and
$$v = U^\dagger U v = \lambda\, U^\dagger v = \lambda\overline{\lambda}\, v .$$
Thus $(|\lambda|^2 - 1)v = 0$. For $v \neq 0$ this forces $|\lambda|^2 = 1$, so $(|\lambda| - 1)(|\lambda| + 1) = 0$, and $|\lambda| + 1 > 0$ leaves $|\lambda| = 1$.

## The formal development

```lean
import Mathlib

open Matrix ComplexConjugate
open scoped ComplexOrder

namespace NormalMatrixEigenvectors

variable {n : Type*} [Fintype n]
```

The type `n` is the finite index set of the basis. A state is a function `n → ℂ`, an operator is a `Matrix n n ℂ`, the product $Av$ is `A *ᵥ v`, the multiple $\lambda v$ is `c • v`, the adjoint is `Nᴴ`, and `conj c` is $\overline{\lambda}$. Opening `ComplexOrder` gives $\mathbb{C}$ the partial order in which $z \le w$ means that $w - z$ is a nonnegative real number, and the positivity of the squared norm in step 4 is phrased with it. No lower bound is put on the size. For an empty index set the only vector is $0$, so claims 1 and 2 read $0 = 0$ and claim 3 has no case to apply to. For one index every matrix is normal, and claim 2 says that two different numbers $\mu \ne \lambda$ with $Nu = \mu u$, $Nv = \lambda v$ require $u = 0$ or $v = 0$.

```lean
/-- The Dirac bracket `⟨u|v⟩ = ∑ conj(uᵢ) vᵢ` of two state vectors. -/
def braket (u v : n → ℂ) : ℂ := star u ⬝ᵥ v
```

Here `star u` conjugates each component and `⬝ᵥ` is the bilinear sum $\sum_i$, so `braket` is antilinear in the left slot and linear in the right, as in Dirac notation. The metric is the identity matrix. This fixes an orthonormal basis: a calculation in non-orthogonal basis functions, with an overlap matrix $S$ and bracket $u^\dagger S v$, has the adjoint $S^{-1}A^\dagger S$, in general different from $A^\dagger$. The Lean statements do not describe that bracket, and they apply once the basis has been orthonormalised.

```lean
/-- A matrix is normal when it commutes with its Hermitian adjoint. -/
def IsNormalMatrix (N : Matrix n n ℂ) : Prop := Nᴴ * N = N * Nᴴ
```

Normality is the hypothesis on which steps 2 to 5 rest; step 1 holds for any matrix. Below it is derived for unitary matrices and for one explicit example, and it is carried over from $N$ to the shifted matrix $N - \lambda\mathbb{1}$. A Hermitian $H$ meets it at sight, both products being $H^2$, though no separate lemma records that case.

```lean
/-- A matrix moves across the bracket as its adjoint: `⟨u|Av⟩ = ⟨A†u|v⟩`. -/
theorem braket_mulVec (A : Matrix n n ℂ) (u v : n → ℂ) :
    braket u (A *ᵥ v) = braket (Aᴴ *ᵥ u) v := by
  unfold braket
  rw [Matrix.star_mulVec, Matrix.conjTranspose_conjTranspose, Matrix.dotProduct_mulVec]
```

This is step 1. `Matrix.star_mulVec` turns the conjugate of $A^\dagger u$ into the row vector $u^\dagger A^{\dagger\dagger}$, the double adjoint cancels, and `Matrix.dotProduct_mulVec` regroups $u^\dagger (A v)$ as $(u^\dagger A) v$, which is the exchange of the two sums.

```lean
/-- For a normal matrix, `⟨N†u|N†v⟩ = ⟨Nu|Nv⟩` for all vectors `u` and `v`. -/
theorem braket_adjoint_eq {N : Matrix n n ℂ} (hN : IsNormalMatrix N) (u v : n → ℂ) :
    braket (Nᴴ *ᵥ u) (Nᴴ *ᵥ v) = braket (N *ᵥ u) (N *ᵥ v) := by
  have h1 := braket_mulVec N u (Nᴴ *ᵥ v)
  have h2 := braket_mulVec Nᴴ u (N *ᵥ v)
  rw [Matrix.conjTranspose_conjTranspose, Matrix.mulVec_mulVec] at h2
  rw [Matrix.mulVec_mulVec] at h1
  have h3 : Nᴴ * N = N * Nᴴ := hN
  -- both sides equal ⟨u|N N† v⟩ = ⟨u|N† N v⟩
  rw [← h1, ← h2, h3]
```

In step 2, `h1` is $\langle u|NN^\dagger v\rangle = \langle N^\dagger u|N^\dagger v\rangle$ and `h2` is $\langle u|N^\dagger N v\rangle = \langle Nu|Nv\rangle$, once `Matrix.mulVec_mulVec` has merged two successive actions into one matrix product. The last line rewrites both sides of the goal backwards along these equations and identifies them by `h3`, the normality of $N$.

```lean
/-- Subtracting a complex multiple of the identity from a normal matrix leaves it normal. -/
theorem isNormal_shift [DecidableEq n] {N : Matrix n n ℂ} (hN : IsNormalMatrix N) (c : ℂ) :
    IsNormalMatrix (N - c • (1 : Matrix n n ℂ)) := by
  have h : Nᴴ * N = N * Nᴴ := hN
  unfold IsNormalMatrix
  rw [Matrix.conjTranspose_sub, Matrix.conjTranspose_smul, Matrix.conjTranspose_one]
  simp only [mul_sub, sub_mul, Matrix.mul_smul, Matrix.smul_mul, mul_one, one_mul, h]
  module
```

The first rewrite computes the adjoint of the shifted matrix, the `simp only` call multiplies out both products and replaces $N^\dagger N$ by $NN^\dagger$, and `module` confirms that the two resulting linear combinations of $NN^\dagger$, $N$, $N^\dagger$ and $\mathbb{1}$ coincide. These are the two displayed expansions of step 3, with `c` for $\lambda$.

```lean
/-- For a normal matrix, `Nv = λv` holds if and only if `N†v = conj(λ) v`. -/
theorem eigen_iff_adjoint_eigen {N : Matrix n n ℂ} (hN : IsNormalMatrix N)
    (c : ℂ) (v : n → ℂ) :
    N *ᵥ v = c • v ↔ Nᴴ *ᵥ v = conj c • v := by
  classical
  -- (N - λ)† v and (N - λ) v have the same squared norm
  have key := braket_adjoint_eq (isNormal_shift hN c) v v
  have e1 : (N - c • (1 : Matrix n n ℂ)) *ᵥ v = N *ᵥ v - c • v := by
    rw [Matrix.sub_mulVec, Matrix.smul_mulVec, Matrix.one_mulVec]
  have e2 : (N - c • (1 : Matrix n n ℂ))ᴴ *ᵥ v = Nᴴ *ᵥ v - conj c • v := by
    rw [Matrix.conjTranspose_sub, Matrix.conjTranspose_smul, Matrix.conjTranspose_one,
      Matrix.sub_mulVec, Matrix.smul_mulVec, Matrix.one_mulVec, starRingEnd_apply]
  rw [e1, e2] at key
  unfold braket at key
  constructor
  · intro h
    rw [h, sub_self, dotProduct_zero] at key
    exact sub_eq_zero.mp (dotProduct_star_self_eq_zero.mp key)
  · intro h
    rw [h, sub_self, dotProduct_zero] at key
    exact sub_eq_zero.mp (dotProduct_star_self_eq_zero.mp key.symm)
```

The statement is the equivalence of step 4, for every complex `c` and every vector `v`, zero included. After `e1` and `e2` have written the actions of the shifted matrix and of its adjoint as the vectors $x$ and $y$, `key` says $\langle y|y\rangle = \langle x|x\rangle$. In each direction the assumed equation makes one side zero, and `dotProduct_star_self_eq_zero`, the statement that `star` of a vector dotted with the vector vanishes only for the zero vector, gives the other equation. Taking the adjoint of $N^\dagger v = \overline{\lambda} v$ yields $v^\dagger N = \lambda v^\dagger$, so for a normal matrix the bra of a right eigenvector is a left eigenvector with the same eigenvalue.

```lean
/-- Eigenvectors of a normal matrix that belong to distinct eigenvalues are orthogonal. -/
theorem orthogonal_of_ne {N : Matrix n n ℂ} (hN : IsNormalMatrix N) {a b : ℂ}
    {u v : n → ℂ} (hu : N *ᵥ u = a • u) (hv : N *ᵥ v = b • v) (hab : a ≠ b) :
    braket u v = 0 := by
  have h := braket_mulVec N u v
  rw [hv, (eigen_iff_adjoint_eigen hN a u).mp hu] at h
  -- evaluate ⟨u|Nv⟩ to the right and to the left
  have hr : braket u (b • v) = b * braket u v := by
    simp [braket]
  have hl : braket (conj a • u) v = a * braket u v := by
    simp [braket, star_smul]
  rw [hr, hl] at h
  have h0 : (a - b) * braket u v = 0 := by linear_combination -h
  exact (mul_eq_zero.mp h0).resolve_left (sub_ne_zero.mpr hab)
```

In this lemma `a` is $\mu$, the eigenvalue of `u`, and `b` is $\lambda$, the eigenvalue of `v`. The proof starts from the adjoint rule `h`, inserts $Nv = \lambda v$ on the left of the equation and $N^\dagger u = \overline{\mu} u$ on the right, and pulls the scalars out by `hr` and `hl`. The second of these is the double conjugation in the left slot. What remains is $\lambda\langle u|v\rangle = \mu\langle u|v\rangle$, which `linear_combination` rearranges into the product `h0`, and a product of complex numbers with a nonzero first factor vanishes only through the second.

```lean
/-- A unitary matrix is normal. -/
theorem isNormal_of_unitary [DecidableEq n] {U : Matrix n n ℂ}
    (hU : U ∈ Matrix.unitaryGroup n ℂ) : IsNormalMatrix U := by
  have h1 : U * Uᴴ = 1 := Matrix.mem_unitaryGroup_iff.mp hU
  have h2 : Uᴴ * U = 1 := mul_eq_one_comm.mp h1
  unfold IsNormalMatrix
  rw [h1, h2]
```

Unitarity is membership in `Matrix.unitaryGroup n ℂ`. The lemma `Matrix.mem_unitaryGroup_iff` extracts $UU^\dagger = \mathbb{1}$, and `mul_eq_one_comm` recovers $U^\dagger U = \mathbb{1}$ from it, since a one-sided inverse of a finite square matrix is two-sided.

```lean
/-- If a unitary matrix satisfies `Uv = λv` with `v ≠ 0`, then `|λ| = 1`. -/
theorem norm_eigenvalue_of_unitary [DecidableEq n] {U : Matrix n n ℂ}
    (hU : U ∈ Matrix.unitaryGroup n ℂ) {c : ℂ} {v : n → ℂ}
    (hv : U *ᵥ v = c • v) (hv0 : v ≠ 0) : ‖c‖ = 1 := by
  have h1 : U * Uᴴ = 1 := Matrix.mem_unitaryGroup_iff.mp hU
  have h2 : Uᴴ * U = 1 := mul_eq_one_comm.mp h1
  have hadj := (eigen_iff_adjoint_eigen (isNormal_of_unitary hU) c v).mp hv
  -- v = U† U v = λ conj(λ) v
  have h3 : (c * conj c) • v = v := by
    calc (c * conj c) • v = c • (Uᴴ *ᵥ v) := by rw [hadj, smul_smul]
      _ = Uᴴ *ᵥ (U *ᵥ v) := by rw [hv, Matrix.mulVec_smul]
      _ = v := by rw [Matrix.mulVec_mulVec, h2, Matrix.one_mulVec]
  have h4 : (c * conj c - 1) • v = 0 := by rw [sub_smul, h3, one_smul, sub_self]
  have h5 : c * conj c = 1 := sub_eq_zero.mp ((smul_eq_zero.mp h4).resolve_right hv0)
  rw [Complex.mul_conj] at h5
  have h6 : Complex.normSq c = 1 := by exact_mod_cast h5
  rw [Complex.normSq_eq_norm_sq] at h6
  have h7 : (‖c‖ - 1) * (‖c‖ + 1) = 0 := by linear_combination h6
  have h8 : ‖c‖ + 1 ≠ 0 := by positivity
  exact sub_eq_zero.mp ((mul_eq_zero.mp h7).resolve_right h8)
```

The norm `‖c‖` of a complex number is its modulus $|\lambda|$. The `calc` block `h3` is the chain of step 6 read from right to left, $\lambda\overline{\lambda} v = \lambda U^\dagger v = U^\dagger U v = v$. The hypothesis `hv0` enters once, in `h5`, where $(\lambda\overline{\lambda} - 1)v = 0$ is resolved in favour of the scalar. The remaining lines pass from the complex equation $\lambda\overline{\lambda} = 1$ to the real one $|\lambda|^2 = 1$ and factor it as above.

```lean
/-- Let `N` be normal and `Nv = λv`. Then `N†v = conj(λ) v`, every `u` with `Nu = μu` and
`μ ≠ λ` is orthogonal to `v`, and if `N` is unitary and `v ≠ 0` then `|λ| = 1`. -/
theorem normal_eigenvector [DecidableEq n] {N : Matrix n n ℂ} (hN : IsNormalMatrix N)
    {c : ℂ} {v : n → ℂ} (hv : N *ᵥ v = c • v) :
    Nᴴ *ᵥ v = conj c • v ∧
    (∀ (a : ℂ) (u : n → ℂ), N *ᵥ u = a • u → a ≠ c → braket u v = 0) ∧
    (N ∈ Matrix.unitaryGroup n ℂ → v ≠ 0 → ‖c‖ = 1) :=
  ⟨(eigen_iff_adjoint_eigen hN c v).mp hv,
    fun _ _ hu hne => orthogonal_of_ne hN hu hv hne,
    fun hU hv0 => norm_eigenvalue_of_unitary hU hv hv0⟩
```

In words: for a normal `N`, a complex `c` ($\lambda$) and a vector `v` with $Nv = \lambda v$, the three claims hold, with `a` standing for $\mu$ in the second. The eigenvalue equation is assumed without $v \neq 0$ or any normalisation. For $v = 0$ it holds with every $\lambda$, and the first two conclusions are then trivially true, so the condition `v ≠ 0` appears only in the third. The proof is the triple of the lemmas for steps 4, 5 and 6.

The theorem speaks about eigenvectors that are given. It asserts neither that a normal matrix has an eigenvector nor that its eigenvectors span the space, so the existence of the expansion $\psi = \sum_k \alpha_k u_k$, which belongs to the spectral theorem, is an input to the opening calculation, and what is proved here is the vanishing of its cross terms. Two eigenvectors of one degenerate eigenvalue are not covered by claim 2, and neither are operators on infinite-dimensional spaces, where eigenvectors can be absent and domains matter.

## A normal matrix that is neither Hermitian nor unitary

```lean
/-- The matrix `[[1, i], [i, 1]]`. -/
def normalExample : Matrix (Fin 2) (Fin 2) ℂ := !![1, Complex.I; Complex.I, 1]
```

Call this matrix $M$. Rows and columns carry the indices $0$ and $1$ of `Fin 2`. By direct multiplication,
$$M = \begin{pmatrix} 1 & i \\ i & 1\end{pmatrix}, \qquad M^\dagger = \begin{pmatrix} 1 & -i \\ -i & 1\end{pmatrix}, \qquad M^\dagger M = M M^\dagger = 2\cdot\mathbb{1},$$
and $M(1,1) = (1+i)(1,1)$, $M(1,-1) = (1-i)(1,-1)$ for column vectors written as rows.

```lean
/-- The matrix `[[1, i], [i, 1]]` is normal, neither Hermitian nor unitary, and has the
eigenvectors `(1, 1)` and `(1, -1)` with the distinct eigenvalues `1 + i` and `1 - i`. -/
theorem normal_witness :
    IsNormalMatrix normalExample ∧ normalExampleᴴ ≠ normalExample ∧
    normalExample ∉ Matrix.unitaryGroup (Fin 2) ℂ ∧
    normalExample *ᵥ ![1, 1] = (1 + Complex.I) • ![1, 1] ∧
    normalExample *ᵥ ![1, -1] = (1 - Complex.I) • ![1, -1] ∧
    1 + Complex.I ≠ 1 - Complex.I := by
  refine ⟨?_, ?_, ?_, ?_, ?_, ?_⟩
  · unfold IsNormalMatrix
    ext i j
    fin_cases i <;> fin_cases j <;>
      simp [normalExample, Matrix.mul_apply, Fin.sum_univ_succ]
  · intro h
    have h1 := congrArg Complex.im (congrFun (congrFun h 0) 1)
    norm_num [normalExample, Matrix.conjTranspose_apply] at h1
  · intro h
    have h0 : normalExample * normalExampleᴴ = 1 := Matrix.mem_unitaryGroup_iff.mp h
    have h1 := congrArg Complex.re (congrFun (congrFun h0 0) 0)
    norm_num [normalExample, Matrix.mul_apply, Fin.sum_univ_succ,
      Matrix.conjTranspose_apply] at h1
  · ext i
    fin_cases i <;>
      simp [normalExample, Matrix.mulVec, dotProduct, Fin.sum_univ_succ, Complex.ext_iff]
  · ext i
    fin_cases i <;>
      simp [normalExample, Matrix.mulVec, dotProduct, Fin.sum_univ_succ, Complex.ext_iff]
  · intro h
    have h1 := congrArg Complex.im h
    norm_num at h1
```

The theorem states that $M$ is normal, differs from its adjoint, lies outside the unitary group, and has the two eigenvectors with distinct eigenvalues $1+i$ and $1-i$. Normality and the eigenvalue equations are compared entry by entry. Hermiticity fails at entry $(0,1)$, where the imaginary parts are $-1$ and $+1$, and unitarity fails at entry $(0,0)$ of $MM^\dagger$, which is $2$. The normalised eigenvectors are $(1,1)/\sqrt{2}$ and $(1,-1)/\sqrt{2}$, and their overlap is $(1-1)/2 = 0$, as claim 2 requires.

## What fails without a hypothesis

The smaller hypotheses have one-line counter-examples, given here as plain arithmetic and not as Lean theorems. Without $\mu \neq \lambda$, take $u = v \neq 0$, whose overlap is positive. Without $v \neq 0$, the unitary matrix $\mathbb{1}$ satisfies $\mathbb{1}\cdot 0 = 2 \cdot 0$ with $|\lambda| = 2$. Without unitarity, the eigenvalues of $M$ have modulus $\sqrt{2}$. For normality there is a formal counter-example.

```lean
/-- The upper triangular matrix `[[1, 1], [0, 2]]`. -/
def triangularExample : Matrix (Fin 2) (Fin 2) ℂ := !![1, 1; 0, 2]
```

Call this matrix $T$. Then
$$T^\dagger = \begin{pmatrix} 1 & 0 \\ 1 & 2\end{pmatrix}, \qquad T^\dagger T = \begin{pmatrix} 1 & 1 \\ 1 & 5\end{pmatrix}, \qquad T T^\dagger = \begin{pmatrix} 2 & 2 \\ 2 & 4\end{pmatrix},$$
while $T(1,0) = (1,0)$, $T(1,1) = (2,2)$ and $T^\dagger(1,0) = (1,1)$. The eigenvalues $1$ and $2$ are real and distinct, yet the overlap of $(1,0)$ with $(1,1)$ is $1$, or $1/\sqrt{2}$ after normalising the second vector to $(1,1)/\sqrt{2}$. The opening formula then gives a wrong answer: the state $\psi = (1,1)$ has coefficient $0$ along $(1,0)$ in the expansion in the two eigenvectors, and the overlap formula returns $1$.

The theorem below records that $T$ is not normal, the two eigenvalue equations, the unnormalised overlap $1$, and that $T^\dagger(1,0)$ differs from $c\,(1,0)$ for every complex $c$, so that claims 1 and 2 both fail. In `hadj` the component with index $1$ is compared, which is $1$ on the left and $0$ on the right. The failure of normality is obtained without the two products displayed above: if $T$ were normal, `eigen_iff_adjoint_eigen` would make $(1,0)$ an eigenvector of $T^\dagger$, against `hadj`.

```lean
/-- The matrix `[[1, 1], [0, 2]]` is not normal; its eigenvectors `(1, 0)` and `(1, 1)` with
eigenvalues `1` and `2` have overlap `1`, and `(1, 0)` is not an eigenvector of the adjoint. -/
theorem non_normal_counterexample :
    ¬ IsNormalMatrix triangularExample ∧
    triangularExample *ᵥ ![1, 0] = (1 : ℂ) • ![1, 0] ∧
    triangularExample *ᵥ ![1, 1] = (2 : ℂ) • ![1, 1] ∧
    braket (![1, 0] : Fin 2 → ℂ) ![1, 1] = 1 ∧
    ∀ c : ℂ, triangularExampleᴴ *ᵥ ![1, 0] ≠ c • ![1, 0] := by
  have hu : triangularExample *ᵥ ![1, 0] = (1 : ℂ) • ![1, 0] := by
    ext i
    fin_cases i <;> simp [triangularExample, Matrix.mulVec, dotProduct, Fin.sum_univ_succ]
  have hv : triangularExample *ᵥ ![1, 1] = (2 : ℂ) • ![1, 1] := by
    ext i
    fin_cases i <;>
      norm_num [triangularExample, Matrix.mulVec, dotProduct, Fin.sum_univ_succ]
  have hadj : ∀ c : ℂ, triangularExampleᴴ *ᵥ ![1, 0] ≠ c • ![1, 0] := by
    intro c h
    have h1 := congrFun h 1
    simp [triangularExample, Matrix.mulVec, dotProduct, Fin.sum_univ_succ,
      Matrix.conjTranspose_apply] at h1
  refine ⟨fun hN => hadj _ ((eigen_iff_adjoint_eigen hN 1 _).mp hu), hu, hv, ?_, hadj⟩
  simp [braket, dotProduct, Fin.sum_univ_succ]

end NormalMatrixEigenvectors
```

```lean
#print axioms NormalMatrixEigenvectors.normal_eigenvector
#print axioms NormalMatrixEigenvectors.non_normal_counterexample
```

```
'NormalMatrixEigenvectors.normal_eigenvector' depends on axioms: [propext, Classical.choice, Quot.sound]
'NormalMatrixEigenvectors.non_normal_counterexample' depends on axioms: [propext, Classical.choice, Quot.sound]
```
